# Unpolarised electrons scatter from a moment's fluctuations about its mean with strength s(s+1) − Σ m_a²

## Electron spin, local moment and exchange coupling

In a magnetic metal, a conduction electron with Pauli matrices σ_0, σ_1, σ_2 scatters from a local moment with spin matrices S_0, S_1, S_2, and the fluctuating part of the moment contributes to the resistivity. The quantity computed here is the spin factor of that scattering for one moment. The indices 0, 1, 2 stand for x, y, z. Spins are measured in units of ħ, and the exchange constant is set to one.

The local spin lives in a space of finite dimension, whose basis is labelled by the type `n`. Its operators and its state ρ are complex matrices over that basis.

```lean
import Mathlib

open Matrix
open scoped Kronecker

namespace SpinDisorder

noncomputable section

variable {n : Type*} [Fintype n] [DecidableEq n]
```

The coupling is written with σ_a and not with the electron spin σ_a/2. With the latter, every strength below would be smaller by a factor of four.

```lean
/-- The three Pauli matrices of the conduction electron. -/
def pauli : Fin 3 → Matrix (Fin 2) (Fin 2) ℂ :=
  ![!![0, 1; 1, 0], !![0, -Complex.I; Complex.I, 0], !![1, 0; 0, -1]]
```

An electron with polarisation p = (p_0, p_1, p_2) has the spin state

    τ = (1 + Σ_a p_a σ_a)/2.

Physically p is a real vector of length at most one, and p = 0 gives the unpolarised state I/2. The Lean definition accepts any complex p, so the identities hold more widely than physics needs.

```lean
/-- The electron spin state `(1 + p·σ)/2` with polarisation `p`. -/
def electronState (p : Fin 3 → ℂ) : Matrix (Fin 2) (Fin 2) ℂ :=
  (1 / 2 : ℂ) • (1 + ∑ a, p a • pauli a)
```

The mean local moment is the expectation value

    m_a = tr(ρ S_a).

In Lean this is `moment ρ S a`. It is a mean spin, without a g-factor or Bohr magneton.

```lean
/-- The mean local moment `m_a = tr(ρ S_a)`. -/
def moment (ρ : Matrix n n ℂ) (S : Fin 3 → Matrix n n ℂ) (a : Fin 3) : ℂ :=
  trace (ρ * S a)
```

In a ferromagnet with the same mean moment on every lattice site, this mean acts on the electrons as a uniform exchange field. It shifts their bands and does not disorder them, so a reference field c is subtracted from the coupling:

    D(c) = Σ_a σ_a ⊗ (S_a − c_a I).

The Kronecker product `⊗ₖ` puts this operator on the joint space of electron spin and local spin.

```lean
/-- The exchange coupling `∑ σ_a ⊗ (S_a - c_a)` left after subtracting a reference field `c`. -/
def disorder (S : Fin 3 → Matrix n n ℂ) (c : Fin 3 → ℂ) :
    Matrix (Fin 2 × n) (Fin 2 × n) ℂ :=
  ∑ a, pauli a ⊗ₖ (S a - c a • (1 : Matrix n n ℂ))
```

The scattering strength is the mean square of this coupling in the uncorrelated initial state τ ⊗ ρ:

    W = tr((τ ⊗ ρ) D(c)²).

For Hermitian S_a and real c, D(c) is Hermitian. If τ and ρ are also density matrices, W is the sum of squared matrix elements |⟨f|D|i⟩|² over all final spin states f, averaged over the initial states i. The theorems require neither Hermitian matrices nor a positive ρ.

```lean
/-- The scattering strength `tr((τ ⊗ ρ) D²)` for electron state `τ` and local state `ρ`. -/
def strength (τ : Matrix (Fin 2) (Fin 2) ℂ) (ρ : Matrix n n ℂ)
    (S : Fin 3 → Matrix n n ℂ) (c : Fin 3 → ℂ) : ℂ :=
  trace ((τ ⊗ₖ ρ) * (disorder S c * disorder S c))
```

Polarised electrons also probe the order of the local spin operators. The closed formula for their scattering strength uses the usual commutation relations:

    [S_0, S_1] = i S_2,  [S_1, S_2] = i S_0,  [S_2, S_0] = i S_1.

```lean
/-- The spin commutation relations `[S_x, S_y] = i S_z` and cyclic permutations. -/
def IsSpin (S : Fin 3 → Matrix n n ℂ) : Prop :=
  S 0 * S 1 - S 1 * S 0 = Complex.I • S 2 ∧
  S 1 * S 2 - S 2 * S 1 = Complex.I • S 0 ∧
  S 2 * S 0 - S 0 * S 2 = Complex.I • S 1
```

## Correlators of the two spins

The product rule for Pauli matrices is

    σ_a σ_b = δ_ab I + i Σ_d ε_abd σ_d.

Since tr τ = 1 and tr(τ σ_d) = p_d, the electron correlator is

    E_ab = tr(τ σ_a σ_b) = δ_ab + i Σ_d ε_abd p_d.

For example, E_01 = i p_2 and E_10 = −i p_2. The theorem writes the result as a 3 × 3 table, and its proof computes the nine entries one by one from the explicit matrices.

```lean
/-- The electron correlators `tr(τ σ_a σ_b)` are one on the diagonal and, off it,
`± i` times the polarisation along the third axis. -/
theorem electron_correlator (p : Fin 3 → ℂ) (a b : Fin 3) :
    trace (electronState p * (pauli a * pauli b)) =
      !![1, Complex.I * p 2, -(Complex.I * p 1);
         -(Complex.I * p 2), 1, Complex.I * p 0;
         Complex.I * p 1, -(Complex.I * p 0), 1] a b := by
  fin_cases a <;> fin_cases b <;>
    simp [electronState, pauli, trace_fin_two, Matrix.mul_apply, Fin.sum_univ_two,
      Fin.sum_univ_three] <;> ring
```

For the local spin, multiply out the two shifted operators and use tr ρ = 1 in the last term:

    L_ab = tr(ρ (S_a − c_a I)(S_b − c_b I))
         = tr(ρ S_a S_b) − c_b m_a − c_a m_b + c_a c_b.

The proof first establishes the expansion as an identity between matrices, with `module` collecting the scalar multiples, and then takes the trace term by term.

```lean
/-- Correlators of the shifted local spins in a state of trace one. -/
theorem local_correlator {ρ : Matrix n n ℂ} (hρ : trace ρ = 1)
    (S : Fin 3 → Matrix n n ℂ) (c : Fin 3 → ℂ) (a b : Fin 3) :
    trace (ρ * ((S a - c a • (1 : Matrix n n ℂ)) * (S b - c b • (1 : Matrix n n ℂ)))) =
      trace (ρ * (S a * S b)) - c b * moment ρ S a - c a * moment ρ S b + c a * c b := by
  have h : ρ * ((S a - c a • (1 : Matrix n n ℂ)) * (S b - c b • (1 : Matrix n n ℂ))) =
      ρ * (S a * S b) - c b • (ρ * S a) - c a • (ρ * S b) + (c a * c b) • ρ := by
    simp only [sub_mul, mul_sub, smul_mul_assoc, mul_smul_comm, one_mul, mul_one]
    module
  rw [h, trace_add, trace_sub, trace_sub, trace_smul, trace_smul, trace_smul, hρ]
  simp only [smul_eq_mul, mul_one, moment]
```

## Squares and commutators

Squaring the coupling gives a double sum over a and b. The trace of a Kronecker product is the product of the traces, so

    W = Σ_a Σ_b E_ab L_ab.

On the diagonal E_aa = 1, and completing the square gives

    Σ_a L_aa = Σ_a [tr(ρ S_a²) − 2 c_a m_a + c_a²]
             = tr(ρ Σ_a S_a²) − Σ_a m_a² + Σ_a (m_a − c_a)².

Off the diagonal, E_ab changes sign when a and b are exchanged, so only the differences L_ab − L_ba enter. The terms containing c are symmetric in a and b and cancel, which leaves

    i p_2 tr(ρ [S_0, S_1]) + i p_0 tr(ρ [S_1, S_2]) + i p_1 tr(ρ [S_2, S_0]).

The theorem is the sum of these two parts. It assumes only tr ρ = 1, with no condition on the S_a. In the proof, the intermediate statement `h` is the factorised double sum. Both correlators are then inserted, and `ring` does the regrouping just described.

```lean
/-- For a local state of trace one, the strength splits into a part from the squares of the
spin components and a part from their commutators, weighted by the electron polarisation. -/
theorem strength_expand {ρ : Matrix n n ℂ} (hρ : trace ρ = 1)
    (S : Fin 3 → Matrix n n ℂ) (c p : Fin 3 → ℂ) :
    strength (electronState p) ρ S c =
      trace (ρ * ∑ a, S a * S a) - ∑ a, moment ρ S a ^ 2 + ∑ a, (moment ρ S a - c a) ^ 2
      + Complex.I * (p 2 * trace (ρ * (S 0 * S 1 - S 1 * S 0))
        + p 0 * trace (ρ * (S 1 * S 2 - S 2 * S 1))
        + p 1 * trace (ρ * (S 2 * S 0 - S 0 * S 2))) := by
  -- the trace over the product space factorises term by term
  have h : strength (electronState p) ρ S c =
      ∑ a, ∑ b, trace (electronState p * (pauli a * pauli b)) *
        trace (ρ * ((S a - c a • (1 : Matrix n n ℂ)) * (S b - c b • (1 : Matrix n n ℂ)))) := by
    unfold strength disorder
    rw [Finset.sum_mul_sum]
    simp only [Finset.mul_sum, trace_sum, ← Matrix.mul_kronecker_mul, Matrix.trace_kronecker]
  rw [h]
  -- insert both correlators first, then distribute the remaining products
  simp only [electron_correlator, local_correlator hρ]
  simp only [Fin.sum_univ_three, mul_add, mul_sub, trace_add, trace_sub, Matrix.of_apply,
    Matrix.cons_val]
  ring
```

## Unpolarised electrons

Setting p = 0 removes the commutators. A local spin of fixed length satisfies

    Σ_a S_a² = s(s+1) I,

where s is its spin quantum number. Together with tr ρ = 1 this gives tr(ρ Σ_a S_a²) = s(s+1), and hence

    W = s(s+1) − Σ_a m_a² + Σ_a (m_a − c_a)².

In Lean, s is any complex number satisfying the condition on the squares; it need not be tied to the dimension by 2s + 1. The proof identifies I/2 with `electronState 0` and substitutes into the expansion.

```lean
/-- Unpolarised electrons and any reference field `c`: for `∑ S_a² = s(s+1)` and `tr ρ = 1`,
the strength is `s(s+1) - ∑ m_a² + ∑ (m_a - c_a)²`. -/
theorem strength_reference_field {ρ : Matrix n n ℂ} (hρ : trace ρ = 1)
    {S : Fin 3 → Matrix n n ℂ} {s : ℂ}
    (hS : ∑ a, S a * S a = (s * (s + 1)) • (1 : Matrix n n ℂ)) (c : Fin 3 → ℂ) :
    strength ((1 / 2 : ℂ) • 1) ρ S c =
      s * (s + 1) - ∑ a, moment ρ S a ^ 2 + ∑ a, (moment ρ S a - c a) ^ 2 := by
  have h0 : ((1 / 2 : ℂ) • 1 : Matrix (Fin 2) (Fin 2) ℂ) = electronState 0 := by
    simp [electronState]
  rw [h0, strength_expand hρ, hS, mul_smul_comm, mul_one, trace_smul, hρ]
  simp only [Pi.zero_apply, smul_eq_mul]
  ring
```

For real m and c the last sum is non-negative, so the strength is smallest when the reference field equals the mean moment. At c = m it becomes

    W = s(s+1) − Σ_a m_a².

```lean
/-- Spin-disorder scattering strength: for `∑ S_a² = s(s+1)`, `tr ρ = 1` and unpolarised
electrons, fluctuations about the mean moment scatter with strength `s(s+1) - ∑ m_a²`. -/
theorem spin_disorder_strength {ρ : Matrix n n ℂ} (hρ : trace ρ = 1)
    {S : Fin 3 → Matrix n n ℂ} {s : ℂ}
    (hS : ∑ a, S a * S a = (s * (s + 1)) • (1 : Matrix n n ℂ)) :
    strength ((1 / 2 : ℂ) • 1) ρ S (moment ρ S) =
      s * (s + 1) - ∑ a, moment ρ S a ^ 2 := by
  rw [strength_reference_field hρ hS]
  simp
```

For a paramagnet in zero applied field, m = 0 and the strength is s(s+1); magnetic order reduces it by the square of the mean moment. This is the spin factor in the spin-disorder resistivity of magnetic metals, in a model of independent moments treated at lowest order in the exchange coupling and without regard to the energy exchanged in a spin flip. The step from W to a resistivity also needs the exchange constant, the density of moments and the electronic structure at the Fermi level. Neglecting the energy exchange matters most in the ordered state at low temperature, where flipping a moment costs energy that may not be available.

The choice c = m also removes the average coupling. For any electron spin operator X,

    tr((X ⊗ ρ) D(m)) = Σ_a tr(X σ_a) (tr(ρ S_a) − m_a tr ρ) = 0,

because tr ρ = 1 makes each bracket vanish. Averaged over the local state, the remaining coupling therefore has no first-order effect on the electron spin. The Lean proof has the same two stages: it factorises the trace, then shows that each local factor is zero.

```lean
/-- With the mean moment as reference field and `tr ρ = 1`, the coupling averaged over the
local state vanishes against every electron spin operator `X`. -/
theorem mean_coupling_zero {ρ : Matrix n n ℂ} (hρ : trace ρ = 1)
    (S : Fin 3 → Matrix n n ℂ) (X : Matrix (Fin 2) (Fin 2) ℂ) :
    trace ((X ⊗ₖ ρ) * disorder S (moment ρ S)) = 0 := by
  unfold disorder
  simp only [Finset.mul_sum, trace_sum, ← Matrix.mul_kronecker_mul, Matrix.trace_kronecker]
  refine Finset.sum_eq_zero fun a _ => ?_
  have h : trace (ρ * (S a - moment ρ S a • (1 : Matrix n n ℂ))) = 0 := by
    rw [mul_sub, mul_smul_comm, mul_one, trace_sub, trace_smul, hρ, smul_eq_mul, mul_one]
    exact sub_self _
  rw [h, mul_zero]
```

## Polarised electrons

When p is not zero, the commutator part remains. The commutation relations replace each commutator by i times the third spin component, so at c = m this part is

    i (p_2 · i m_2 + p_0 · i m_0 + p_1 · i m_1) = −Σ_a p_a m_a.

The strength is then

    W = s(s+1) − Σ_a m_a² − Σ_a p_a m_a.

Electrons polarised along the mean moment scatter less, and those polarised against it scatter more. In the proof, `hm` evaluates the trace of each commutator, and the final `linear_combination` supplies i² = −1.

```lean
/-- Electrons of polarisation `p`, with the mean moment as reference field: if the `S_a` obey the
spin commutation relations, `∑ S_a² = s(s+1)` and `tr ρ = 1`, the strength is
`s(s+1) - ∑ m_a² - ∑ p_a m_a`. -/
theorem strength_polarized {ρ : Matrix n n ℂ} (hρ : trace ρ = 1)
    {S : Fin 3 → Matrix n n ℂ} {s : ℂ} (hC : IsSpin S)
    (hS : ∑ a, S a * S a = (s * (s + 1)) • (1 : Matrix n n ℂ)) (p : Fin 3 → ℂ) :
    strength (electronState p) ρ S (moment ρ S) =
      s * (s + 1) - ∑ a, moment ρ S a ^ 2 - ∑ a, p a * moment ρ S a := by
  obtain ⟨h2, h0, h1⟩ := hC
  -- each commutator returns a component of the mean moment
  have hm : ∀ a, trace (ρ * (Complex.I • S a)) = Complex.I * moment ρ S a := fun a => by
    rw [mul_smul_comm, trace_smul, smul_eq_mul, moment]
  rw [strength_expand hρ, hS, h0, h1, h2, hm, hm, hm, mul_smul_comm, mul_one, trace_smul, hρ]
  simp only [Fin.sum_univ_three, smul_eq_mul]
  linear_combination (p 0 * moment ρ S 0 + p 1 * moment ρ S 1 + p 2 * moment ρ S 2) *
    Complex.I_sq
```

The condition on the squares does not by itself give this formula. Take S_a = −σ_a/2, which satisfies Σ_a S_a² = (3/4) I but has commutators of the opposite sign. With ρ = diag(0, 1) and p = (0, 0, 1), the mean moment is m = (0, 0, 1/2). The formula would give 3/4 − 1/4 − 1/2 = 0, whereas the expansion into squares and commutators gives 3/4 − 1/4 + 1/2 = 1. For unpolarised electrons the sign of the commutators plays no part.

In a saturated magnet the moment is m = (0, 0, s). For p = (0, 0, P) the strength reduces to

    W = s(s+1) − s² − P s = s(1 − P).

```lean
/-- Saturated moment `m = (0, 0, s)` of a spin `s` in a state of trace one, with this moment
subtracted as the reference field: electrons with polarisation `P` along the moment scatter with
strength `s(1 - P)`. -/
theorem strength_saturated {ρ : Matrix n n ℂ} (hρ : trace ρ = 1)
    {S : Fin 3 → Matrix n n ℂ} {s : ℂ} (hC : IsSpin S)
    (hS : ∑ a, S a * S a = (s * (s + 1)) • (1 : Matrix n n ℂ))
    (hm : moment ρ S = ![0, 0, s]) (P : ℂ) :
    strength (electronState ![0, 0, P]) ρ S (moment ρ S) = s * (1 - P) := by
  rw [strength_polarized hρ hC hS, hm]
  simp only [Fin.sum_univ_three, Matrix.cons_val]
  ring
```

An electron fully polarised along the moment, P = 1, does not scatter: neither spin can be raised further, so no flip that conserves the total spin component is possible. For P = −1 the strength is 2s, and for unpolarised electrons it is s. That last value is the spin-flip contribution that survives in a saturated state when its energy cost is ignored.

## Spin one-half with two populations

The smallest magnetic example has S_a = σ_a/2.

```lean
/-- The spin one-half matrices. -/
def spinHalf : Fin 3 → Matrix (Fin 2) (Fin 2) ℂ :=
  ![!![0, 1 / 2; 1 / 2, 0], !![0, -Complex.I / 2; Complex.I / 2, 0], !![1 / 2, 0; 0, -1 / 2]]
```

Each square is I/4, so Σ_a S_a² = (3/4) I, which is s(s+1) I for s = 1/2. The Pauli relation [σ_0, σ_1] = 2i σ_2 and its cyclic permutations give the spin commutation relations. Let the up and down states have populations w and 1 − w:

    ρ = diag(w, 1 − w),  tr ρ = 1,
    m_2 = w/2 − (1 − w)/2 = w − 1/2,  m_0 = m_1 = 0.

The theorem checks all these properties entry by entry. It allows any complex w; populations correspond to real w between 0 and 1.

```lean
/-- Spin one-half with populations `w` and `1 - w` meets the commutation relations, the
condition on `∑ S_a²` and the trace condition, and has mean moment `(0, 0, w - 1/2)`. -/
theorem spinHalf_witness (w : ℂ) :
    IsSpin spinHalf ∧
    ∑ a, spinHalf a * spinHalf a =
      ((1 / 2 : ℂ) * (1 / 2 + 1)) • (1 : Matrix (Fin 2) (Fin 2) ℂ) ∧
    trace !![w, 0; 0, 1 - w] = 1 ∧
    moment !![w, 0; 0, 1 - w] spinHalf = ![0, 0, w - 1 / 2] := by
  have hI := Complex.I_sq
  refine ⟨⟨?_, ?_, ?_⟩, ?_, ?_, ?_⟩
  · ext i j
    fin_cases i <;> fin_cases j <;> simp [spinHalf] <;> ring
  · ext i j
    fin_cases i <;> fin_cases j <;> simp [spinHalf] <;> ring
  · ext i j
    fin_cases i <;> fin_cases j <;> simp [spinHalf] <;> grind
  · ext i j
    fin_cases i <;> fin_cases j <;> simp [spinHalf, Fin.sum_univ_three] <;> grind
  · simp [trace_fin_two]
  · ext a
    fin_cases a <;> simp [moment, spinHalf, trace_fin_two]
    ring

end

end SpinDisorder
```

Inserting these values into the formula for unpolarised electrons gives

    W = 3/4 − (w − 1/2)² = 1/2 + w(1 − w).

The strength is 3/4 for equal populations and falls to 1/2 when the moment is saturated in either direction.

```lean
#print axioms SpinDisorder.spin_disorder_strength
#print axioms SpinDisorder.mean_coupling_zero
#print axioms SpinDisorder.strength_saturated
```

```
'SpinDisorder.spin_disorder_strength' depends on axioms: [propext, Classical.choice, Quot.sound]
'SpinDisorder.mean_coupling_zero' depends on axioms: [propext, Classical.choice, Quot.sound]
'SpinDisorder.strength_saturated' depends on axioms: [propext, Classical.choice, Quot.sound]
```
